# Symmetry eigenvalues of Kramers partners: opposite for U² = −1, evenly degenerate for U² = 1

Let \(T\) be an antiunitary operation on \(\mathbb{C}^n\) with \(T^2=-1\), commuting with a Hermitian matrix \(H\) and with a matrix \(U\). If \(U^2=-1\) and \(v\neq 0\) satisfies \(Hv=Ev\) and \(Uv=\mu v\), then \(\mu=\pm i\), and \(Tv\) is a non-zero state orthogonal to \(v\) with energy \(E\) and \(U\) eigenvalue \(-\mu\). If \(U^2=1\), every joint eigenspace of \(H\) and \(U\) has even dimension.

In a non-interacting band model with spin-orbit coupling, these are the pairing rules at the two ends of an hourglass dispersion. For spin one-half, a glide with half of a lattice translation \(\mathbf a\) squares to minus that translation, which acts on Bloch states as \(-e^{-ik}\) (the sign in the exponent is a convention), where \(k=\mathbf k\cdot\mathbf a\) for crystal momentum \(\mathbf k\) (with \(\hbar=1\)). This is \(-1\) at \(k=0\) and \(+1\) at \(k=\pi\). Time reversal sends \(\mathbf k\) to \(-\mathbf k\), so the theorems apply at a momentum that both time reversal and the glide leave invariant up to a reciprocal lattice vector; there \(k\) is \(0\) or \(\pi\) modulo \(2\pi\). They treat one such momentum at a time; how the bands connect in between is a further argument.

## Time reversal as a matrix and a conjugation

Here \(n\) is a finite index type labelling the orbitals and spins.

```lean
import Mathlib

open Matrix
open scoped ComplexOrder

namespace HourglassPairing

noncomputable section

variable {n : Type*} [Fintype n]
```

Time reversal is \(Tv=K\bar v\) for a complex matrix \(K\). The type `→ₛₗ[starRingEnd ℂ]` records antilinearity, \(T(cv)=\bar c\,Tv\).

```lean
/-- The antilinear operation `v ↦ K v̄`: complex conjugation followed by the matrix `K`. -/
def timeReversal (K : Matrix n n ℂ) : (n → ℂ) →ₛₗ[starRingEnd ℂ] (n → ℂ) where
  toFun v := K *ᵥ star v
  map_add' v w := by rw [star_add, Matrix.mulVec_add]
  map_smul' c v := by
    rw [star_smul, Matrix.mulVec_smul]
    rfl
```

Commutation with \(T\) is an equation between vectors, required for every \(v\).

```lean
/-- The matrix `A` commutes with the antilinear operation built from `K`. -/
def CommutesWithT (K A : Matrix n n ℂ) : Prop :=
  ∀ v, timeReversal K (A *ᵥ v) = A *ᵥ timeReversal K v
```

The states with labels \((E,\mu)\) form a complex subspace. Both labels may be any complex numbers, and the subspace is zero when no state carries them.

```lean
/-- The states with energy `E` under `H` and eigenvalue `μ` under `U`. -/
def jointEigenspace (H U : Matrix n n ℂ) (E μ : ℂ) : Submodule ℂ (n → ℂ) where
  carrier := {v | H *ᵥ v = E • v ∧ U *ᵥ v = μ • v}
  zero_mem' := by simp
  add_mem' := by
    rintro v w ⟨h1, h2⟩ ⟨h3, h4⟩
    constructor
    · rw [Matrix.mulVec_add, h1, h3, smul_add]
    · rw [Matrix.mulVec_add, h2, h4, smul_add]
  smul_mem' := by
    rintro c v ⟨h1, h2⟩
    constructor
    · rw [Matrix.mulVec_smul, h1, smul_comm]
    · rw [Matrix.mulVec_smul, h2, smul_comm]
```

An alternative model would take \(T\) as an antilinear isometry of an abstract inner product space. The statements would then be basis-free, but antiunitarity would be built in, whereas the parity theorem here does not need it.

The counterexamples below are worked by hand and are not in the Lean file. Most use a single spin doublet, \(Tv=\varepsilon\bar v\) with \(\varepsilon=\begin{pmatrix}0&-1\\1&0\end{pmatrix}\), and \(\sigma_z=\mathrm{diag}(1,-1)\).

## H and U commute with T

Physically, neither the Hamiltonian nor the spatial symmetry distinguishes a motion from its reverse. By hand,
\[
H\,Tv=T\,Hv=T(Ev)=\bar E\,Tv,\qquad U\,Tv=\bar\mu\,Tv .
\]
The Lean proof makes the same moves: it rewrites with the commutation hypothesis, then with the eigenvalue equation, and `map_smulₛₗ` conjugates the scalar.

```lean
/-- A commuting antilinear operation maps each joint eigenspace into the one with complex conjugate
labels. The image of a non-zero vector may be zero. -/
theorem timeReversal_mem {K H U : Matrix n n ℂ} (hH : CommutesWithT K H)
    (hU : CommutesWithT K U) {E μ : ℂ} {v : n → ℂ} (hv : v ∈ jointEigenspace H U E μ) :
    timeReversal K v ∈ jointEigenspace H U (starRingEnd ℂ E) (starRingEnd ℂ μ) := by
  obtain ⟨h1, h2⟩ := hv
  show H *ᵥ timeReversal K v = _ ∧ U *ᵥ timeReversal K v = _
  constructor
  · rw [← hH v, h1, map_smulₛₗ]
  · rw [← hU v, h2, map_smulₛₗ]
```

A Zeeman term \(H=\sigma_z\) does not commute with \(T\), and it splits the doublet. Likewise \(U=\sigma_z\), with \(H=0\), squares to 1 but has one-dimensional joint eigenspaces.

## H is Hermitian

Hermiticity makes energies real, so that \(T\) preserves them. With \(\langle v,w\rangle=\sum_j \bar v_j w_j\), written `star v ⬝ᵥ w`,
\[
E\langle v,v\rangle=\langle v,Hv\rangle=\langle Hv,v\rangle=\bar E\langle v,v\rangle ,
\]
and \(\langle v,v\rangle\neq0\) may be cancelled.

```lean
/-- An eigenvalue of a Hermitian matrix is real. -/
theorem energy_real {H : Matrix n n ℂ} (hH : H.IsHermitian) {E : ℂ} {v : n → ℂ}
    (hv0 : v ≠ 0) (hv : H *ᵥ v = E • v) : starRingEnd ℂ E = E := by
  have h1 : star v ⬝ᵥ H *ᵥ v = star (H *ᵥ v) ⬝ᵥ v := by
    rw [Matrix.star_mulVec, hH.eq, Matrix.dotProduct_mulVec]
  rw [hv, star_smul, dotProduct_smul, smul_dotProduct, smul_eq_mul, smul_eq_mul] at h1
  have hs : star v ⬝ᵥ v ≠ 0 := fun h => hv0 (dotProduct_star_self_eq_zero.1 (by exact h))
  exact (mul_right_cancel₀ hs h1).symm
```

Without it, \(H=i\sigma_z\) still commutes with \(T\), but the partners have energies \(i\) and \(-i\). With \(U=1\), the joint eigenspaces are then one-dimensional.

## The square of U fixes its eigenvalues

If \(U^2v=cv\), then \(\mu^2v=cv\), so \(\mu^2=c\). For \(c=-1\) this gives \(\mu=\pm i\) and \(\bar\mu=-\mu\); for \(c=1\) it gives \(\mu=\pm1\) and \(\bar\mu=\mu\). This sign decides between the two results.

```lean
/-- If applying `U` twice multiplies an eigenvector by `c`, its eigenvalue squares to `c`. -/
theorem eigenvalue_sq {U : Matrix n n ℂ} {μ c : ℂ} {v : n → ℂ} (hv0 : v ≠ 0)
    (hv : U *ᵥ v = μ • v) (hU : U *ᵥ (U *ᵥ v) = c • v) : μ * μ = c := by
  rw [hv, Matrix.mulVec_smul, hv, smul_smul] at hU
  exact smul_left_injective ℂ hv0 hU
```

For \(U=\mathrm{diag}(e^{i\theta},e^{-i\theta})\) with \(\theta\) not a multiple of \(\pi/2\), the partners' eigenvalues are neither equal nor opposite. Unitarity of \(U\), which a physical symmetry has, is not assumed.

## T squares to −1

This is time reversal for half-integer spin. Let \(W\) be a \(T\)-invariant subspace of dimension \(d\) with basis \(b_j\), and write \(Tb_j=\sum_i M_{ij}b_i\). Then
\[
-b_j=T^2b_j=\sum_i\overline{M_{ij}}\,Tb_i=\sum_k\Big(\sum_i M_{ki}\overline{M_{ij}}\Big)b_k ,
\]
so \(M\bar M=-1\). Taking determinants gives \(|\det M|^2=(-1)^d\). The left side is non-negative, so \(d\) is even.

In the proof, `hMM` is the matrix identity, obtained by comparing coefficients in the basis, and `hdet` is its determinant. An odd dimension would make `Complex.normSq M.det` equal to \(-1\).

```lean
/-- A subspace invariant under an antilinear operation with square `-1` has even dimension. -/
theorem even_finrank_of_invariant {K : Matrix n n ℂ}
    (hT : ∀ v, timeReversal K (timeReversal K v) = -v) (W : Submodule ℂ (n → ℂ))
    (hW : ∀ v ∈ W, timeReversal K v ∈ W) : Even (Module.finrank ℂ W) := by
  let b := Module.finBasis ℂ W
  -- the matrix of the antilinear operation in a basis of the subspace
  obtain ⟨M, hM⟩ : ∃ M : Matrix (Fin (Module.finrank ℂ W)) (Fin (Module.finrank ℂ W)) ℂ,
      ∀ j, timeReversal K (b j : n → ℂ) = ∑ i, M i j • (b i : n → ℂ) := by
    refine ⟨fun i j => b.repr ⟨timeReversal K (b j), hW _ (b j).2⟩ i, fun j => ?_⟩
    have h := congrArg W.subtype (b.sum_repr ⟨timeReversal K (b j), hW _ (b j).2⟩)
    simp only [map_sum, map_smul, Submodule.subtype_apply] at h
    exact h.symm
  have hMM : M * M.map (starRingEnd ℂ) = -1 := by
    ext k j
    have key : ∑ i, (M * M.map (starRingEnd ℂ)) i j • (b i : n → ℂ) = -(b j : n → ℂ) := by
      rw [← hT (b j), hM j, map_sum]
      simp only [map_smulₛₗ, hM, Finset.smul_sum, smul_smul, Matrix.mul_apply,
        Finset.sum_smul, Matrix.map_apply]
      rw [Finset.sum_comm]
      refine Finset.sum_congr rfl fun i _ => Finset.sum_congr rfl fun l _ => ?_
      rw [mul_comm]
    have h : ∑ i, (M * M.map (starRingEnd ℂ)) i j • b i = -b j := by
      apply W.injective_subtype
      simp only [map_sum, map_smul, map_neg, Submodule.subtype_apply]
      exact key
    have h2 : b.repr (∑ i, (M * M.map (starRingEnd ℂ)) i j • b i) k
        = (M * M.map (starRingEnd ℂ)) k j :=
      congrFun (b.repr_sum_self (fun i => (M * M.map (starRingEnd ℂ)) i j)) k
    rw [← h2, h, map_neg, Finsupp.neg_apply, b.repr_self, Matrix.neg_apply,
      Matrix.one_apply, Finsupp.single_apply]
    simp [eq_comm]
  -- determinants: |det M|² = (-1)^d
  have hdet := congrArg Matrix.det hMM
  rw [Matrix.det_mul, Matrix.det_neg, Matrix.det_one, ← RingHom.mapMatrix_apply,
    ← RingHom.map_det, Complex.mul_conj, Fintype.card_fin, mul_one] at hdet
  rcases Nat.even_or_odd (Module.finrank ℂ W) with he | ho
  · exact he
  · exfalso
    rw [ho.neg_one_pow] at hdet
    have h3 : Complex.normSq M.det = -1 := by exact_mod_cast hdet
    linarith [Complex.normSq_nonneg M.det]
```

With \(T^2=+1\) parity fails already for \(n=1\), with \(T\) plain conjugation, \(H=0\) and \(U=1\). The opposite eigenvalues for \(U^2=-1\) would survive, since they come from conjugation alone.

## T is antiunitary

An antiunitary \(T\) preserves transition probabilities. In the file antiunitarity is the condition `Kᴴ * K = 1`, which gives
\[
\langle Tv,Tw\rangle=v^{\mathsf T}K^\dagger K\,\bar w=\langle w,v\rangle .
\]
Setting \(w=Tv\) and using \(T^2=-1\) yields \(-\langle Tv,v\rangle=\langle Tv,v\rangle\), so the overlap vanishes. The proof calls the first identity `inner_T` and finishes with the same substitution.

```lean
variable [DecidableEq n]

/-- If `T` is antiunitary with `T² = -1`, then `T v` is orthogonal to `v`. -/
theorem kramers_orthogonal {K : Matrix n n ℂ} (hK : Kᴴ * K = 1)
    (hT : ∀ v, timeReversal K (timeReversal K v) = -v) (v : n → ℂ) :
    star (timeReversal K v) ⬝ᵥ v = 0 := by
  -- antiunitarity: ⟨T v, T w⟩ = ⟨w, v⟩
  have inner_T : ∀ w, star (timeReversal K v) ⬝ᵥ timeReversal K w = star w ⬝ᵥ v := by
    intro w
    change star (K *ᵥ star v) ⬝ᵥ (K *ᵥ star w) = _
    rw [Matrix.star_mulVec, star_star, ← Matrix.dotProduct_mulVec, Matrix.mulVec_mulVec,
      hK, Matrix.one_mulVec, dotProduct_comm]
  have h := inner_T (timeReversal K v)
  rw [hT, dotProduct_neg] at h
  linear_combination (-1 / 2 : ℂ) * h
```

The pairing theorem now combines the parts. The labels of \(Tv\) are \((\bar E,\bar\mu)=(E,-\mu)\), and \(Tv\neq0\) because \(Tv=0\) would give \(-v=T^2v=0\).

```lean
/-- Let an antiunitary `T` with `T² = -1` commute with a Hermitian `H` and with `U`, where `U² =
-1`. Then a joint eigenvector `v` has `U` eigenvalue `i` or `-i`, and `T v` is a non-zero orthogonal
state of the same energy with the opposite `U` eigenvalue. -/
theorem hourglass_pairing {K H U : Matrix n n ℂ} (hK : Kᴴ * K = 1)
    (hT : ∀ v, timeReversal K (timeReversal K v) = -v) (hH : H.IsHermitian)
    (hTH : CommutesWithT K H) (hTU : CommutesWithT K U) (hU : U * U = -1)
    {E μ : ℂ} {v : n → ℂ} (hv0 : v ≠ 0) (hv : v ∈ jointEigenspace H U E μ) :
    (μ = Complex.I ∨ μ = -Complex.I) ∧ timeReversal K v ∈ jointEigenspace H U E (-μ) ∧
      timeReversal K v ≠ 0 ∧ star (timeReversal K v) ⬝ᵥ v = 0 := by
  have hv' : H *ᵥ v = E • v ∧ U *ᵥ v = μ • v := hv
  have hsq : μ * μ = -1 := eigenvalue_sq hv0 hv'.2 (by
    rw [Matrix.mulVec_mulVec, hU, Matrix.neg_mulVec, Matrix.one_mulVec, neg_one_smul])
  have hμ : μ = Complex.I ∨ μ = -Complex.I := by
    have h : (μ - Complex.I) * (μ + Complex.I) = 0 := by
      linear_combination hsq - Complex.I_mul_I
    rcases mul_eq_zero.1 h with h | h
    · exact Or.inl (sub_eq_zero.1 h)
    · exact Or.inr (eq_neg_of_add_eq_zero_left h)
  have hconj : starRingEnd ℂ μ = -μ := by
    rcases hμ with h | h <;> simp [h]
  have hmem := timeReversal_mem hTH hTU hv
  rw [energy_real hH hv0 hv'.1, hconj] at hmem
  refine ⟨hμ, hmem, fun h0 => hv0 ?_, kramers_orthogonal hK hT v⟩
  have h := hT v
  rw [h0, map_zero] at h
  exact neg_eq_zero.1 h.symm
```

Only the orthogonality uses antiunitarity. Without it, take
\[
K=\begin{pmatrix}1&-2\\1&-1\end{pmatrix},\qquad U=i\begin{pmatrix}1&-2\\0&-1\end{pmatrix},\qquad H=0 .
\]
The other hypotheses hold, but \(v=(1,0)\) has the partner \((1,1)\), and their overlap is 1. If \(U\) were unitary, its distinct eigenvalues would force orthogonality anyway.

## U commutes with H

This makes \(U\) a symmetry of the Hamiltonian, so that it acts within each energy level. Let \(Hw=Ew\) with \(w\neq0\), let \(U^2=-1\), and choose either \(\mu\) with \(\mu^2=-1\). The vector \(x=w-\mu Uw\) has energy \(E\), and
\[
Ux=Uw+\mu w=\mu(w-\mu Uw)=\mu x .
\]
If \(x\neq0\), it is the state sought. If \(x=0\), then \(Uw=-\mu w\), and \(Tw\) has eigenvalue \(\mu\). The `by_cases` step separates these two possibilities. Every level therefore contains both \(U\) eigenvalues.

```lean
/-- Let an antiunitary `T` with `T² = -1` commute with a Hermitian `H` and with `U`, where `U² = -1`
and `U` commutes with `H`. Then every energy level contains a state for each `U` eigenvalue `μ` with
`μ² = -1`. -/
theorem both_eigenvalues_in_level {K H U : Matrix n n ℂ} (hK : Kᴴ * K = 1)
    (hT : ∀ v, timeReversal K (timeReversal K v) = -v) (hH : H.IsHermitian)
    (hTH : CommutesWithT K H) (hTU : CommutesWithT K U) (hUH : U * H = H * U)
    (hU : U * U = -1) {E μ : ℂ} (hμ : μ * μ = -1) {w : n → ℂ} (hw0 : w ≠ 0)
    (hw : H *ᵥ w = E • w) : ∃ v, v ≠ 0 ∧ v ∈ jointEigenspace H U E μ := by
  have hUU : U *ᵥ (U *ᵥ w) = -w := by
    rw [Matrix.mulVec_mulVec, hU, Matrix.neg_mulVec, Matrix.one_mulVec]
  have hHU : H *ᵥ (U *ᵥ w) = E • (U *ᵥ w) := by
    rw [Matrix.mulVec_mulVec, ← hUH, ← Matrix.mulVec_mulVec, hw, Matrix.mulVec_smul]
  -- project w on the wanted eigenvalue; if nothing is left, use the partner T w
  by_cases h : w - μ • (U *ᵥ w) = 0
  · have hUw : U *ᵥ w = (-μ) • w := by
      linear_combination (norm := module) μ • h + hμ • (U *ᵥ w)
    have hmem : w ∈ jointEigenspace H U E (-μ) := ⟨hw, hUw⟩
    obtain ⟨_, h1, h2, _⟩ := hourglass_pairing hK hT hH hTH hTU hU hw0 hmem
    rw [neg_neg] at h1
    exact ⟨_, h2, h1⟩
  · refine ⟨w - μ • (U *ᵥ w), h, ?_⟩
    show H *ᵥ (w - μ • (U *ᵥ w)) = _ ∧ U *ᵥ (w - μ • (U *ᵥ w)) = _
    constructor
    · rw [Matrix.mulVec_sub, Matrix.mulVec_smul, hw, hHU]
      module
    · rw [Matrix.mulVec_sub, Matrix.mulVec_smul, hUU]
      linear_combination (norm := module) hμ • (U *ᵥ w)
```

Without this hypothesis, let \(U\) send doublet 1 to doublet 2 and doublet 2 to minus doublet 1, at different energies. Then \(U^2=-1\) and \(U\) commutes with \(T\), but no energy eigenstate is a \(U\) eigenstate.

The parity theorem needs no such hypothesis, because it speaks only of states that carry both labels. A zero joint eigenspace has dimension 0, which is even. Otherwise a non-zero member shows that \(E\) and \(\mu\) are real, so \(T\) maps the space to itself and the determinant argument applies.

```lean
/-- Let an antilinear `T` with `T² = -1` commute with a Hermitian `H` and with `U`, where `U² = 1`.
Then every joint eigenspace of `H` and `U` has even dimension. -/
theorem even_joint_eigenspace {K H U : Matrix n n ℂ}
    (hT : ∀ v, timeReversal K (timeReversal K v) = -v) (hH : H.IsHermitian)
    (hTH : CommutesWithT K H) (hTU : CommutesWithT K U) (hU : U * U = 1) (E μ : ℂ) :
    Even (Module.finrank ℂ (jointEigenspace H U E μ)) := by
  by_cases hbot : jointEigenspace H U E μ = ⊥
  · rw [hbot, finrank_bot]
    exact ⟨0, rfl⟩
  obtain ⟨v, hv, hv0⟩ := Submodule.exists_mem_ne_zero_of_ne_bot hbot
  have hv' : H *ᵥ v = E • v ∧ U *ᵥ v = μ • v := hv
  have hsq : μ * μ = 1 := eigenvalue_sq hv0 hv'.2 (by
    rw [Matrix.mulVec_mulVec, hU, Matrix.one_mulVec, one_smul])
  -- both labels are real, so T preserves the joint eigenspace
  have hconj : starRingEnd ℂ μ = μ := by
    rcases mul_self_eq_one_iff.1 hsq with h | h <;> simp [h]
  refine even_finrank_of_invariant hT _ fun w hw => ?_
  have hmem := timeReversal_mem hTH hTU hw
  rwa [energy_real hH hv0 hv'.1, hconj] at hmem
```

## One doublet, and a four-band model

The smallest non-zero case is \(n=2\), since \(T^2=-1\) makes \(n\) itself even. For the single doublet, \(H\) must be a real multiple of the identity. If \(U^2=1\), then \(U=\pm1\) and the one non-zero joint eigenspace is all of \(\mathbb{C}^2\). If \(U^2=-1\), there is one state, up to a factor, for each of \(i\) and \(-i\).

The file checks the hypotheses on two doublets with arbitrary real energies \(a\) and \(b\).

```lean
/-- The matrix `K` of a four-band model made of two spin doublets. -/
def doubletK : Matrix (Fin 4) (Fin 4) ℂ :=
  !![0, -1, 0, 0; 1, 0, 0, 0; 0, 0, 0, -1; 0, 0, 1, 0]

/-- The Hamiltonian with two doublets at energies `a` and `b`. -/
def doubletH (a b : ℝ) : Matrix (Fin 4) (Fin 4) ℂ :=
  !![(a : ℂ), 0, 0, 0; 0, (a : ℂ), 0, 0; 0, 0, (b : ℂ), 0; 0, 0, 0, (b : ℂ)]
```

The first symmetry has eigenvalues \(i\) and \(-i\) within each doublet.

```lean
/-- A diagonal symmetry with eigenvalues `i, -i` in each doublet. -/
def oddU : Matrix (Fin 4) (Fin 4) ℂ :=
  !![Complex.I, 0, 0, 0; 0, -Complex.I, 0, 0; 0, 0, Complex.I, 0; 0, 0, 0, -Complex.I]
```

The second is constant on each doublet.

```lean
/-- A diagonal symmetry equal to `1` on the first doublet and `-1` on the second. -/
def evenU : Matrix (Fin 4) (Fin 4) ℂ :=
  !![1, 0, 0, 0; 0, 1, 0, 0; 0, 0, -1, 0; 0, 0, 0, -1]
```

The last theorem confirms, entry by entry, that this model meets the hypotheses of both cases, including commutation of `oddU` with the Hamiltonian.

```lean
/-- The four-band model has an antiunitary `T` with `T² = -1` commuting with its Hermitian
Hamiltonian and with two matrices: `oddU`, of square `-1`, which also commutes with the Hamiltonian,
and `evenU`, of square `1`. -/
theorem hourglass_witness (a b : ℝ) :
    (doubletKᴴ * doubletK = 1 ∧
      ∀ v, timeReversal doubletK (timeReversal doubletK v) = -v) ∧
    ((doubletH a b).IsHermitian ∧ CommutesWithT doubletK (doubletH a b)) ∧
    (CommutesWithT doubletK oddU ∧ oddU * doubletH a b = doubletH a b * oddU ∧
      oddU * oddU = -1) ∧
    (CommutesWithT doubletK evenU ∧ evenU * evenU = 1) := by
  refine ⟨⟨?_, ?_⟩, ⟨?_, ?_⟩, ⟨?_, ?_, ?_⟩, ?_, ?_⟩
  · ext i j
    fin_cases i <;> fin_cases j <;> simp [doubletK, Matrix.mul_apply, Fin.sum_univ_four]
  · intro v
    ext i
    fin_cases i <;>
      simp [timeReversal, doubletK, dotProduct, Fin.sum_univ_four]
  · ext i j
    fin_cases i <;> fin_cases j <;> simp [doubletH]
  · intro v
    ext i
    fin_cases i <;>
      simp [timeReversal, doubletK, doubletH, Matrix.mulVec, dotProduct, Fin.sum_univ_four]
  · intro v
    ext i
    fin_cases i <;>
      simp [timeReversal, doubletK, oddU, Matrix.mulVec, dotProduct, Fin.sum_univ_four]
  · ext i j
    fin_cases i <;> fin_cases j <;>
      simp [oddU, doubletH, Matrix.mul_apply, Fin.sum_univ_four, mul_comm]
  · ext i j
    fin_cases i <;> fin_cases j <;> simp [oddU, Matrix.mul_apply, Fin.sum_univ_four]
  · intro v
    ext i
    fin_cases i <;>
      simp [timeReversal, doubletK, evenU, Matrix.mulVec, dotProduct, Fin.sum_univ_four]
  · ext i j
    fin_cases i <;> fin_cases j <;> simp [evenU, Matrix.mul_apply, Fin.sum_univ_four]

end

end HourglassPairing
```

```lean
#print axioms HourglassPairing.both_eigenvalues_in_level
-- 'HourglassPairing.both_eigenvalues_in_level' depends on axioms: [propext, Classical.choice, Quot.sound]
#print axioms HourglassPairing.even_joint_eigenspace
-- 'HourglassPairing.even_joint_eigenspace' depends on axioms: [propext, Classical.choice, Quot.sound]
```
